# Standing waves cos(πj(n + 1/2)/N), 0 ≤ j < N, are normal modes of a free chain of N equal masses, with ω² = (2k/m)(1 − cos(πj/N))

A finite row of `N` equal masses `m` is joined by equal Hooke springs `k` between neighbours, with both ends free. The theorem `standingWave_isNormalMode` states that, for `m ≠ 0` and `j < N`, the pattern cos(πj(n + 1/2)/N) on the masses n = 0, …, N − 1 is nonzero and that the spring force on each mass is −mω² times its displacement, with ω² = (2k/m)(1 − cos(πj/N)). The pattern is not normalised; dividing it by √N for j = 0, or by √(N/2) otherwise, would give it unit length and leave ω² unchanged. The proof shows that the first mass is displaced, then writes each bond's force in cosines, treating a missing bond at an end as an unstretched one, and finishes with the addition formulas for the cosine.

The first attempt, which Lean rejects:

```lean
import Mathlib

open Real Filter Topology

namespace StandingWaveIsNormalMode

noncomputable section

/-- The forces on `N` masses in a row, joined by springs `k`, with displacements `u`: each mass
feels a Hooke force from its right and its left neighbour, where there is one. -/
def springForce {N : ℕ} (k : ℝ) : (Fin N → ℝ) →ₗ[ℝ] (Fin N → ℝ) where
  toFun u i :=
    (if h : i.val + 1 < N then k * (u ⟨i.val + 1, h⟩ - u i) else 0) +
    (if 0 < i.val then
      k * (u ⟨i.val - 1, lt_of_le_of_lt (Nat.sub_le _ _) i.isLt⟩ - u i) else 0)
  map_add' u v := by
    ext i
    simp only [Pi.add_apply]
    split_ifs <;> ring
  map_smul' c u := by
    ext i
    simp only [Pi.smul_apply, smul_eq_mul, RingHom.id_apply]
    split_ifs <;> ring

/-- A normal mode with squared frequency `w`: a nonzero displacement pattern `u` on which the
spring force is `-m w u`. -/
def IsNormalMode {N : ℕ} (k m w : ℝ) (u : Fin N → ℝ) : Prop :=
  u ≠ 0 ∧ ∀ i, springForce k u i = -(m * w * u i)

/-- The squared frequency `(2k/m)(1 - cos(πj/N))` of the standing wave `j`, for `m ≠ 0` and `j < N`.
-/
def omegaSq (N : ℕ) (k m : ℝ) (j : ℕ) : ℝ := 2 * k / m * (1 - cos (π * j / N))

/-- The standing wave `cos(πj(n + 1/2)/N)` on the masses `n = 0, ..., N-1`. -/
def standingWave (N j : ℕ) : Fin N → ℝ := fun n => cos (π * j / N * (n.val + 1 / 2))

/-- For `m ≠ 0` and `j < N` the standing wave `j` is a normal mode of the free chain, with
squared frequency `(2k/m)(1 - cos(πj/N))`. -/
theorem standingWave_isNormalMode {N j : ℕ} {k m : ℝ} (hm : m ≠ 0) (hj : j < N) :
    IsNormalMode k m (omegaSq N k m j) (standingWave N j) := by
  have hN : (0 : ℝ) < N := by exact_mod_cast (by omega : 0 < N)
  constructor
  · -- the first mass is displaced
    intro h
    have h0 := congrFun h ⟨0, by omega⟩
    have hpos : 0 < cos (π * j / N * (((0 : ℕ) : ℝ) + 1 / 2)) := by
      apply cos_pos_of_mem_Ioo
      constructor
      · have : 0 ≤ π * j / N * (((0 : ℕ) : ℝ) + 1 / 2) := by positivity
        linarith [pi_pos]
      · have hlt : π * j / N < π := by
          rw [div_lt_iff₀ hN]
          exact mul_lt_mul_of_pos_left (by exact_mod_cast hj) pi_pos
        push_cast
        linarith
    exact hpos.ne' h0
  · intro i
    obtain ⟨θ, hθ⟩ : ∃ θ : ℝ, θ = π * j / N := ⟨_, rfl⟩
    have hNθ : N * θ = j * π := by
      rw [hθ]
      field_simp
    have hw : ∀ n : Fin N, standingWave N j n = cos (θ * (n.val + 1 / 2)) := by
      intro n
      rw [hθ]
      rfl
    -- right bond; at the end of the chain the missing bond would be unstretched
    have hr : (if h : i.val + 1 < N then
        k * (standingWave N j ⟨i.val + 1, h⟩ - standingWave N j i) else 0)
        = k * (cos (θ * (i.val + 1 / 2) + θ) - cos (θ * (i.val + 1 / 2))) := by
      split_ifs with h
      · have e : standingWave N j ⟨i.val + 1, h⟩ = cos (θ * (i.val + 1 / 2) + θ) := by
          rw [hw]
          congr 1
          push_cast
          ring
        rw [e, hw]
      · have hi : (i.val : ℝ) + 1 = N := by
          exact_mod_cast (by have := i.isLt; omega : i.val + 1 = N)
        have e1 : θ * (i.val + 1 / 2) + θ = j * π + θ / 2 := by
          linear_combination θ * hi + hNθ
        have e2 : θ * (i.val + 1 / 2) = j * π - θ / 2 := by
          linear_combination θ * hi + hNθ
        rw [e1, e2, cos_add, cos_sub, sin_nat_mul_pi]
        ring
    -- left bond, likewise
    have hl : (if 0 < i.val then
        k * (standingWave N j ⟨i.val - 1, lt_of_le_of_lt (Nat.sub_le _ _) i.isLt⟩
          - standingWave N j i) else 0)
        = k * (cos (θ * (i.val + 1 / 2) - θ) - cos (θ * (i.val + 1 / 2))) := by
      split_ifs with h
      · have e : standingWave N j ⟨i.val - 1, lt_of_le_of_lt (Nat.sub_le _ _) i.isLt⟩
            = cos (θ * (i.val + 1 / 2) - θ) := by
          rw [hw]
          congr 1
          rw [Nat.cast_pred h]
          ring
        rw [e, hw]
      · have hi : (i.val : ℝ) = 0 := by exact_mod_cast (by omega : i.val = 0)
        have e : θ * (i.val + 1 / 2) - θ = -(θ * (i.val + 1 / 2)) := by
          linear_combination 2 * θ * hi
        rw [e, cos_neg]
        ring
    have hc : m * (2 * k / m * (1 - cos θ)) = 2 * k * (1 - cos θ) := by field_simp
    refine (congrArg₂ (· + ·) hr hl).trans ?_
    simp only []
    rw [hw, omegaSq, ← hθ, hc, cos_add, cos_sub]
    ring

end

end StandingWaveIsNormalMode
```

Messages:

```
Main.lean:105:4: error: `simp` made no progress
```

This version goes through:

```diff
@@ -103,5 +103,4 @@
     have hc : m * (2 * k / m * (1 - cos θ)) = 2 * k * (1 - cos θ) := by field_simp
     refine (congrArg₂ (· + ·) hr hl).trans ?_
-    simp only []
     rw [hw, omegaSq, ← hθ, hc, cos_add, cos_sub]
     ring
```

The one error is at `simp only []`, near the end of the force equation. "`simp` made no progress" means that the call found nothing to change in the goal, which `simp` treats as a failure.

The line before it uses `congrArg₂ (· + ·) hr hl` to add the equations for the right and left bonds. One might expect this to leave the function `(· + ·)` standing applied to its two arguments, a form that `simp only []` could reduce to a plain sum even with no lemmas given. But Lean had already carried out that reduction when it produced the new goal, so the goal was a plain sum and the call had nothing left to do.

The diff deletes the call. The `rw` after it then acts on that same goal, putting in the cosine form of the wave, the frequency and the addition formulas, and `ring` closes what remains. The physics and the rest of the proof are unchanged.
